# With Slater–Condon integrals, two electrons in px and py have three repulsion levels for F2 > 0 and a single one in CNDO

Put two electrons into the px and py orbitals of one atom. If the orbitals are degenerate and spin–orbit coupling is neglected, the one-electron energy is the same for every arrangement, and only the repulsion between the electrons can separate a triplet from a singlet. Whether a semiempirical method sees that separation depends on which one-centre integrals it keeps. INDO keeps the exchange integral between px and py; CNDO neglects it and gives all one-centre Coulomb integrals the same value.

Let (ab|cd) be the repulsion between the charge distributions ab of electron 1 and cd of electron 2. Three values are needed:

J = (xx|xx) = (yy|yy) = F0 + 4F2/25

J' = (xx|yy) = F0 − 2F2/25

K = (xy|xy) = 3F2/25

Here F0 is the repulsion of the spherically averaged p densities, and F2 measures the part that depends on their quadrupolar shape. It is positive for actual radial functions, and CNDO amounts to setting it to zero. With pz left out, the repulsion levels for F2 > 0 are

F0 − F2/5 < F0 + F2/25 < F0 + 7F2/25,

and the middle one is doubly degenerate.

## Sums and differences of the amplitudes

Number the orbitals 0 for px and 1 for py, and let ψᵢⱼ be the amplitude for electron 1 in orbital i and electron 2 in orbital j. The matrix element between the products ij and kl is (ik|jl), because electron 1 goes from k to i and electron 2 from l to j. An integral with exactly one mixed distribution, such as (xx|xy), vanishes by reflection symmetry. The eigenvalue equation therefore reads

J ψ₀₀ + K ψ₁₁ = E ψ₀₀

J' ψ₀₁ + K ψ₁₀ = E ψ₀₁

K ψ₀₁ + J' ψ₁₀ = E ψ₁₀

K ψ₀₀ + J ψ₁₁ = E ψ₁₁

Subtracting and adding the two middle equations, and then the two outer ones, gives

(J' − K)(ψ₀₁ − ψ₁₀) = E (ψ₀₁ − ψ₁₀)

(J' + K)(ψ₀₁ + ψ₁₀) = E (ψ₀₁ + ψ₁₀)

(J − K)(ψ₀₀ − ψ₁₁) = E (ψ₀₀ − ψ₁₁)

(J + K)(ψ₀₀ + ψ₁₁) = E (ψ₀₀ + ψ₁₁)

If E differs from all four factors on the left, all four combinations vanish, and so does ψ. Conversely, each factor is an eigenvalue, with normalised eigenvectors (xy − yx)/√2, (xy + yx)/√2, (xx − yy)/√2 and (xx + yy)/√2 in the same order.

The order of the indices in (ik|jl) matters. Taking (ij|kl) as the element between ij and kl would give the eigenvalues J + J', J − J', 2K and 0. With F2 = 0 these are 2F0, 0, 0 and 0, although every pair of electrons should then repel with energy F0.

## The eigenspaces for F2 > 0

The Slater–Condon values give J' − K = F0 − F2/5, J' + K = J − K = F0 + F2/25 and J + K = F0 + 7F2/25. To find the full eigenspaces, insert each level into the component equations and cancel F2.

- At E = F0 − F2/5, J − E = 3K and J' − E = K. The outer equations become 3ψ₀₀ + ψ₁₁ = 0 and ψ₀₀ + 3ψ₁₁ = 0, so both amplitudes vanish. The middle ones give ψ₁₀ = −ψ₀₁. The state is antisymmetric, and the Pauli principle pairs it with a triplet spin function.
- At E = F0 + F2/25, J − E = K and J' − E = −K. Hence ψ₁₁ = −ψ₀₀ and ψ₁₀ = ψ₀₁, with two amplitudes free.
- At E = F0 + 7F2/25, J − E = −K and J' − E = −3K. Hence ψ₁₁ = ψ₀₀, while −3ψ₀₁ + ψ₁₀ = 0 and ψ₀₁ − 3ψ₁₀ = 0 force ψ₀₁ = ψ₁₀ = 0.

The last two eigenspaces are symmetric and belong to singlets.

As an example take F0 = 10 and F2 = 5 in arbitrary energy units. Then J = 10.8, J' = 9.6 and K = 0.6, so the levels are 9.6 − 0.6 = 9.0, then 9.6 + 0.6 = 10.8 − 0.6 = 10.2, and finally 10.8 + 0.6 = 11.4.

If F2 = 0, then J = J' = F0 and K = 0, and the matrix is F0 times the identity. Conversely, a multiple of the identity has no element between xx and yy. That element is K = 3F2/25, so F2 = 0.

## Rotations fix J − J'

Energies should not depend on how the x and y axes are chosen. Rotate both electrons about z by R, with rows (c, −s) and (s, c), where c² + s² = 1. Write M for the repulsion matrix. The entries of M(R⊗R) and (R⊗R)M between xx and xy are

−cs (J − K) and −cs (J' + K).

For c = 3/5 and s = 4/5 the product cs is not zero, so commutation requires J = J' + 2K.

Conversely, if J = J' + 2K, then

M = J' 1 + K (P + Q),

where P exchanges the two electrons and Q = vvᵀ with v = xx + yy. P commutes with R⊗R because both electrons are rotated alike. Since RRᵀ = RᵀR = 1, both R⊗R and its transpose leave v unchanged, so Q commutes as well.

The Slater–Condon values satisfy the condition, since J − J' = 6F2/25 = 2K. It is the same equation as J − K = J' + K, which makes the middle level double. Neglecting K while keeping J and J' different would break the invariance.

## Integrals and pair states in Lean

The orbitals are the elements of `Fin 2`, and a pair state is a real function on `Fin 2 × Fin 2`.

```lean
import Mathlib

open Matrix
open scoped Kronecker

namespace TwoOrbitalRepulsion

noncomputable section
```

The function `eri` encodes the integral table, including the zeros due to symmetry. Its three parameters are arbitrary real numbers.

```lean
/-- Two-electron integral (ab|cd) over the real orbitals px (index 0) and py (index 1), with
Coulomb integrals `J` (same orbital) and `J'` (different orbitals) and exchange integral `K`. -/
def eri (J J' K : ℝ) (a b c d : Fin 2) : ℝ :=
  if a = b ∧ c = d then (if a = c then J else J')
  else if a ≠ b ∧ c ≠ d then K else 0
```

In the next definition `p` is the pair ij and `q` the pair kl, so the arguments `p.1 q.1 p.2 q.2` spell out (ik|jl).

```lean
/-- Electron repulsion on the spatial pair states: the element between the products ij and kl
is the integral (ik|jl). -/
def pairRepulsion (J J' K : ℝ) : Matrix (Fin 2 × Fin 2) (Fin 2 × Fin 2) ℝ :=
  Matrix.of fun p q => eri J J' K p.1 q.1 p.2 q.2
```

The Slater–Condon values enter as a definition; they are not derived from radial functions or from the Coulomb operator. The convention is that `F2` is the radial integral before division by 25.

```lean
/-- The repulsion matrix with the Slater-Condon values of the one-centre p integrals. -/
def slaterRepulsion (F0 F2 : ℝ) : Matrix (Fin 2 × Fin 2) (Fin 2 × Fin 2) ℝ :=
  pairRepulsion (F0 + 4 * F2 / 25) (F0 - 2 * F2 / 25) (3 * F2 / 25)
```

The four arguments of `pairState` are the amplitudes of xx, xy, yx and yy. No normalisation is imposed.

```lean
/-- The pair state a xx + b xy + c yx + d yy. -/
def pairState (a b c d : ℝ) : Fin 2 × Fin 2 → ℝ :=
  fun p => !![a, b; c, d] p.1 p.2
```

The Kronecker product applies the same rotation to both electrons.

```lean
/-- The rotation of both electrons about the z axis by the angle with cosine `c` and
sine `s`. -/
def pairRotation (c s : ℝ) : Matrix (Fin 2 × Fin 2) (Fin 2 × Fin 2) ℝ :=
  !![c, -s; s, c] ⊗ₖ !![c, -s; s, c]
```

Spin does not appear in these definitions. The words triplet and singlet come from the exchange symmetry of the spatial amplitudes together with the Pauli principle. The model also leaves out pz, one-electron energies and neighbouring atoms. In a free atom xx + yy also couples to zz, so for F2 > 0 the highest level found here is not one of the atomic term energies.

## The component equations

The first lemma turns an equality of pair states into four equalities of amplitudes.

```lean
/-- A pair state is determined by its four amplitudes. -/
theorem eq_pairState_iff (ψ : Fin 2 × Fin 2 → ℝ) (a b c d : ℝ) :
    ψ = pairState a b c d ↔
      ψ (0, 0) = a ∧ ψ (0, 1) = b ∧ ψ (1, 0) = c ∧ ψ (1, 1) = d := by
  constructor
  · rintro rfl
    simp [pairState]
  · rintro ⟨h0, h1, h2, h3⟩
    ext ⟨i, j⟩
    fin_cases i <;> fin_cases j <;> simp [pairState, h0, h1, h2, h3]
```

The second writes out the matrix–vector product `*ᵥ` and obtains the four component equations in the order used above.

```lean
/-- The eigenvalue equation in components: repulsion couples xx only with yy, and xy only
with yx. -/
theorem eigen_iff (J J' K E : ℝ) (ψ : Fin 2 × Fin 2 → ℝ) :
    pairRepulsion J J' K *ᵥ ψ = E • ψ ↔
      J * ψ (0, 0) + K * ψ (1, 1) = E * ψ (0, 0) ∧
      J' * ψ (0, 1) + K * ψ (1, 0) = E * ψ (0, 1) ∧
      K * ψ (0, 1) + J' * ψ (1, 0) = E * ψ (1, 0) ∧
      K * ψ (0, 0) + J * ψ (1, 1) = E * ψ (1, 1) := by
  simp [funext_iff, Prod.forall, Fin.forall_fin_two, Matrix.mulVec, dotProduct,
    Fintype.sum_prod_type, Fin.sum_univ_two, pairRepulsion, eri, and_assoc]
```

## The spectrum for arbitrary J, J' and K

The left side of `spectrum_general` says that E has a nonzero eigenvector; the right side lists the four possible values. Some of them may coincide, and the theorem does not count multiplicities.

In the forward direction the proof assumes that E is none of the four. The facts `s1` to `s4` are the decoupled equations: `linear_combination` forms each sum or difference, and the nonzero factor is then removed. All amplitudes vanish, which contradicts `ψ ≠ 0`. The reverse direction supplies the four eigenvectors without their factor 1/√2.

```lean
/-- For arbitrary Coulomb and exchange integrals the eigenvalues of the repulsion matrix are
J' - K, J' + K, J - K and J + K. -/
theorem spectrum_general (J J' K E : ℝ) :
    (∃ ψ, ψ ≠ 0 ∧ pairRepulsion J J' K *ᵥ ψ = E • ψ) ↔
      E = J' - K ∨ E = J' + K ∨ E = J - K ∨ E = J + K := by
  constructor
  · rintro ⟨ψ, hψ, h⟩
    obtain ⟨h0, h1, h2, h3⟩ := (eigen_iff J J' K E ψ).1 h
    by_contra hE
    simp only [not_or] at hE
    obtain ⟨n1, n2, n3, n4⟩ := hE
    -- sums and differences of the amplitudes decouple
    have s1 : ψ (0, 1) - ψ (1, 0) = 0 := (mul_eq_zero.mp (by linear_combination h2 - h1 :
      (E - (J' - K)) * (ψ (0, 1) - ψ (1, 0)) = 0)).resolve_left (sub_ne_zero.mpr n1)
    have s2 : ψ (0, 1) + ψ (1, 0) = 0 := (mul_eq_zero.mp (by linear_combination -h1 - h2 :
      (E - (J' + K)) * (ψ (0, 1) + ψ (1, 0)) = 0)).resolve_left (sub_ne_zero.mpr n2)
    have s3 : ψ (0, 0) - ψ (1, 1) = 0 := (mul_eq_zero.mp (by linear_combination h3 - h0 :
      (E - (J - K)) * (ψ (0, 0) - ψ (1, 1)) = 0)).resolve_left (sub_ne_zero.mpr n3)
    have s4 : ψ (0, 0) + ψ (1, 1) = 0 := (mul_eq_zero.mp (by linear_combination -h0 - h3 :
      (E - (J + K)) * (ψ (0, 0) + ψ (1, 1)) = 0)).resolve_left (sub_ne_zero.mpr n4)
    apply hψ
    rw [(eq_pairState_iff ψ 0 0 0 0).2
      ⟨by linarith, by linarith, by linarith, by linarith⟩]
    ext ⟨i, j⟩
    fin_cases i <;> fin_cases j <;> simp [pairState]
  · rintro (rfl | rfl | rfl | rfl)
    · refine ⟨pairState 0 1 (-1) 0, fun h => ?_, (eigen_iff _ _ _ _ _).2 ?_⟩
      · simpa [pairState] using congrFun h (0, 1)
      · refine ⟨?_, ?_, ?_, ?_⟩ <;> simp [pairState] <;> ring
    · refine ⟨pairState 0 1 1 0, fun h => ?_, (eigen_iff _ _ _ _ _).2 ?_⟩
      · simpa [pairState] using congrFun h (0, 1)
      · refine ⟨?_, ?_, ?_, ?_⟩ <;> simp [pairState, add_comm]
    · refine ⟨pairState 1 0 0 (-1), fun h => ?_, (eigen_iff _ _ _ _ _).2 ?_⟩
      · simpa [pairState] using congrFun h (0, 0)
      · refine ⟨?_, ?_, ?_, ?_⟩ <;> simp [pairState] <;> ring
    · refine ⟨pairState 1 0 0 1, fun h => ?_, (eigen_iff _ _ _ _ _).2 ?_⟩
      · simpa [pairState] using congrFun h (0, 0)
      · refine ⟨?_, ?_, ?_, ?_⟩ <;> simp [pairState, add_comm]
```

## Commutation with rotations

The next theorem quantifies over all real `c` and `s` with c² + s² = 1, hence over every rotation angle. The forward direction reads the entry between xx and xy for the rotation with cosine 3/5 and sine 4/5. For the converse Lean compares all sixteen entries, where the derivation above used P and Q. The dash in `rintro rfl c s -` discards the condition on c and s: a common scale factor in R does not affect commutation.

```lean
/-- The repulsion matrix commutes with all rotations about the z axis exactly when
J = J' + 2K. -/
theorem rotation_invariant_iff (J J' K : ℝ) :
    (∀ c s : ℝ, c ^ 2 + s ^ 2 = 1 →
      pairRepulsion J J' K * pairRotation c s = pairRotation c s * pairRepulsion J J' K) ↔
      J = J' + 2 * K := by
  constructor
  · intro h
    -- one rotation with rational cosine and sine is enough
    have h1 := congrFun (congrFun (h (3 / 5) (4 / 5) (by norm_num)) (0, 0)) (0, 1)
    simp [Matrix.mul_apply, Fintype.sum_prod_type, Fin.sum_univ_two, pairRepulsion, eri,
      pairRotation] at h1
    linarith
  · rintro rfl c s -
    ext ⟨i, j⟩ ⟨k, l⟩
    fin_cases i <;> fin_cases j <;> fin_cases k <;> fin_cases l <;>
      simp [Matrix.mul_apply, Fintype.sum_prod_type, Fin.sum_univ_two, pairRepulsion, eri,
        pairRotation] <;> ring
```

## The Slater–Condon levels and their states

Inserting the integrals into the general spectrum merges two of the four cases. The resulting list holds for every real F2, whatever its sign.

```lean
/-- With Slater-Condon integrals the eigenvalues are F0 - F2/5, F0 + F2/25 and
F0 + 7 F2/25, and there are no others. -/
theorem slater_spectrum (F0 F2 E : ℝ) :
    (∃ ψ, ψ ≠ 0 ∧ slaterRepulsion F0 F2 *ᵥ ψ = E • ψ) ↔
      E = F0 - F2 / 5 ∨ E = F0 + F2 / 25 ∨ E = F0 + 7 * F2 / 25 := by
  unfold slaterRepulsion
  rw [spectrum_general]
  constructor
  · rintro (h | h | h | h)
    · left; linarith
    · right; left; linarith
    · right; left; linarith
    · right; right; linarith
  · rintro (h | h | h)
    · left; linarith
    · right; left; linarith
    · right; right; right; linarith
```

The theorem `slater_levels` assumes F2 > 0. It states the order of the levels and describes each eigenspace completely: a pair state satisfies the eigenvalue equation exactly when it has the given form. The zero vector is included, as it should be in an eigenspace. The two free parameters `a` and `b` in the middle line express the double degeneracy.

In the proof, `cancel` removes the common factor F2. The calls to `linarith` combine the component equations into the relations found above, and the reverse directions substitute the stated amplitudes.

```lean
/-- For F2 > 0 the three levels are distinct and ordered; their eigenspaces are, from below,
the antisymmetric states, the symmetric states with opposite xx and yy amplitudes, and the
multiples of xx + yy. -/
theorem slater_levels (F0 F2 : ℝ) (hF : 0 < F2) (ψ : Fin 2 × Fin 2 → ℝ) :
    (F0 - F2 / 5 < F0 + F2 / 25 ∧ F0 + F2 / 25 < F0 + 7 * F2 / 25) ∧
    (slaterRepulsion F0 F2 *ᵥ ψ = (F0 - F2 / 5) • ψ ↔ ∃ a, ψ = pairState 0 a (-a) 0) ∧
    (slaterRepulsion F0 F2 *ᵥ ψ = (F0 + F2 / 25) • ψ ↔ ∃ a b, ψ = pairState a b b (-a)) ∧
    (slaterRepulsion F0 F2 *ᵥ ψ = (F0 + 7 * F2 / 25) • ψ ↔ ∃ a, ψ = pairState a 0 0 a) := by
  unfold slaterRepulsion
  simp only [eigen_iff, eq_pairState_iff]
  -- in each eigenspace the common factor F2 is cancelled
  have cancel : ∀ x y : ℝ, F2 * x = F2 * y → x = y := fun x y h =>
    mul_left_cancel₀ hF.ne' h
  refine ⟨⟨by linarith, by linarith⟩, ⟨?_, ?_⟩, ⟨?_, ?_⟩, ⟨?_, ?_⟩⟩
  · rintro ⟨h0, h1, h2, h3⟩
    exact ⟨ψ (0, 1), cancel _ _ (by linarith), rfl, cancel _ _ (by linarith),
      cancel _ _ (by linarith)⟩
  · rintro ⟨a, h0, h1, h2, h3⟩
    rw [h0, h1, h2, h3]
    refine ⟨?_, ?_, ?_, ?_⟩ <;> ring
  · rintro ⟨h0, h1, h2, h3⟩
    exact ⟨ψ (0, 0), ψ (0, 1), rfl, rfl, cancel _ _ (by linarith),
      cancel _ _ (by linarith)⟩
  · rintro ⟨a, b, h0, h1, h2, h3⟩
    rw [h0, h1, h2, h3]
    refine ⟨?_, ?_, ?_, ?_⟩ <;> ring
  · rintro ⟨h0, h1, h2, h3⟩
    exact ⟨ψ (0, 0), rfl, cancel _ _ (by linarith), cancel _ _ (by linarith),
      cancel _ _ (by linarith)⟩
  · rintro ⟨a, h0, h1, h2, h3⟩
    rw [h0, h1, h2, h3]
    refine ⟨?_, ?_, ?_, ?_⟩ <;> ring
```

## The CNDO limit

For F2 = 0 a comparison of all entries gives F0 times the identity, so every normalised pair state has repulsion energy F0.

```lean
/-- In CNDO, where F2 = 0, the repulsion matrix is F0 times the identity. -/
theorem cndo_repulsion (F0 : ℝ) : slaterRepulsion F0 0 = F0 • 1 := by
  ext ⟨i, j⟩ ⟨k, l⟩
  fin_cases i <;> fin_cases j <;> fin_cases k <;> fin_cases l <;>
    simp [slaterRepulsion, pairRepulsion, eri]
```

The final equivalence adds that no other value of F2 gives a multiple of the identity. Its proof reads the element between xx and yy, as in the derivation. For two electrons confined to px and py on one atom, CNDO repulsion therefore cannot separate the triplet from the singlets, while an INDO parametrisation with F2 > 0 places the triplet lowest.

```lean
/-- The repulsion matrix is a multiple of the identity only if F2 = 0, and then it is. -/
theorem all_levels_equal_iff (F0 F2 : ℝ) :
    (∃ E : ℝ, slaterRepulsion F0 F2 = E • 1) ↔ F2 = 0 := by
  constructor
  · rintro ⟨E, h⟩
    -- the element between xx and yy is the exchange integral
    have h1 := congrFun (congrFun h (0, 0)) (1, 1)
    simpa [slaterRepulsion, pairRepulsion, eri, Matrix.one_apply] using h1
  · rintro rfl
    exact ⟨F0, cndo_repulsion F0⟩

end

end TwoOrbitalRepulsion
```

```lean
#print axioms TwoOrbitalRepulsion.slater_spectrum
#print axioms TwoOrbitalRepulsion.slater_levels
#print axioms TwoOrbitalRepulsion.cndo_repulsion
#print axioms TwoOrbitalRepulsion.all_levels_equal_iff
```

```
'TwoOrbitalRepulsion.slater_spectrum' depends on axioms: [propext, Classical.choice, Quot.sound]
'TwoOrbitalRepulsion.slater_levels' depends on axioms: [propext, Classical.choice, Quot.sound]
'TwoOrbitalRepulsion.cndo_repulsion' depends on axioms: [propext, Classical.choice, Quot.sound]
'TwoOrbitalRepulsion.all_levels_equal_iff' depends on axioms: [propext, Classical.choice, Quot.sound]
```
